# Velocity Verlet steps h then k on a harmonic oscillator: for positive steps, repeating them between two momentum flips returns every state exactly when h = k

Take a unit-mass oscillator of angular frequency w > 0 with state z = (q, p), position and momentum. Let T be one velocity Verlet step of size h > 0 followed by one of size k > 0, and let R be the momentum flip (q, p) ↦ (q, −p). The round trip applies T, flips, applies T again with the steps in the same order, and flips again. It returns every initial state if and only if h = k. The failure is known exactly:

    R T R T z = z + δ · R T z,    δ = h k w⁴ (h² − k²) / 4

and for h ≠ k no state other than the origin returns.

The identity R T R T = 1 is the usual meaning of time reversibility for an integrator T, and it is one of the two properties, the other being preservation of phase-space volume, that hybrid Monte Carlo asks of its trajectory map. For one harmonic degree of freedom in exact arithmetic, the result says that a pair of unequal positive steps taken as a unit lacks this property, although each step alone has it.

## The oscillator, the step and the flip

```lean
import Mathlib

open Matrix

namespace VerletUnequalSteps

noncomputable section
```

The first line loads Mathlib, the body of formalised mathematics on which the file draws. `open Matrix` allows short names and notation for matrices, and the namespace prefixes every name below with `VerletUnequalSteps`.

```lean
/-- Force on a unit-mass harmonic oscillator of angular frequency `w` at position `q`. -/
def force (w q : ℝ) : ℝ := -w ^ 2 * q
```

A `def` introduces a function: the arguments stand in parentheses with their types, the type of the result follows the last colon, and the value follows `:=`. Here F(q) = −w² q, since `-w ^ 2` is read as −(w²). The mass is 1, so momentum and velocity coincide. All quantities are elements of ℝ, the exact real numbers, so rounding plays no part.

```lean
/-- One velocity Verlet step of size `h` on the state `z = (q, p)`:
half kick, drift, half kick. -/
def verletStep (w h : ℝ) (z : Fin 2 → ℝ) : Fin 2 → ℝ :=
  let pHalf := z 1 + h / 2 * force w (z 0)
  let qNew := z 0 + h * pHalf
  ![qNew, pHalf + h / 2 * force w qNew]
```

The type `Fin 2 → ℝ` is a function from the index set {0, 1} to the reals, that is, a two-component vector. Lean writes function application without parentheses, so `z 0` is q and `z 1` is p. The two `let` lines name intermediate values and `![ , ]` assembles the new vector. With p½ for the half-step momentum and primes for the new state, the definition reads

    p½ = p + (h/2) F(q)
    q′ = q + h p½
    p′ = p½ + (h/2) F(q′)

No sign or size is imposed on h here. The conditions enter in the theorems.

```lean
/-- Momentum flip `(q, p) ↦ (q, -p)`. -/
def flipMomentum (z : Fin 2 → ℝ) : Fin 2 → ℝ := ![z 0, -z 1]
```

This is R: position kept, momentum negated.

```lean
/-- A Verlet step of size `h` followed by one of size `k`. -/
def twoStep (w h k : ℝ) (z : Fin 2 → ℝ) : Fin 2 → ℝ := verletStep w k (verletStep w h z)
```

This is T. The inner call acts first, so the step h precedes the step k.

```lean
/-- Steps `h`, `k`, a momentum flip, steps `h`, `k` in the same order, and a second flip. -/
def roundTrip (w h k : ℝ) (z : Fin 2 → ℝ) : Fin 2 → ℝ :=
  flipMomentum (twoStep w h k (flipMomentum (twoStep w h k z)))
```

Read from the inside out: T, flip, T, flip. Both calls are `twoStep w h k`, which fixes the convention that the second pass uses h before k again and does not reverse the order.

```lean
/-- The matrix `V_h` of the Verlet step in the coordinates `(q, p)`. -/
def verletMat (w h : ℝ) : Matrix (Fin 2) (Fin 2) ℝ :=
  !![1 - h ^ 2 * w ^ 2 / 2, h; -(h * w ^ 2 * (1 - h ^ 2 * w ^ 2 / 4)), 1 - h ^ 2 * w ^ 2 / 2]
```

In `!![ ; ]` the semicolon separates rows. With the abbreviations

    aₕ = 1 − h²w²/2,    cₕ = −h w² (1 − h²w²/4)

the matrix Vₕ has first row (aₕ, h) and second row (cₕ, aₕ). At this point it is only a named array. Its link to the algorithm is the first theorem. Its two diagonal entries are equal, and the rest of the argument turns on that.

```lean
/-- The matrix `R` of the momentum flip. -/
def flipMat : Matrix (Fin 2) (Fin 2) ℝ := !![1, 0; 0, -1]
```

The diagonal matrix with entries 1 and −1, again called R.

```lean
/-- The asymmetry `δ = h k w⁴ (h² - k²) / 4` of the pair of step sizes. -/
def asymmetry (w h k : ℝ) : ℝ := h * k * w ^ 4 * (h ^ 2 - k ^ 2) / 4
```

The number δ. It is dimensionless, being a product of four times and four frequencies, and it changes sign when h and k are exchanged.

## The step as a matrix of unit determinant

```lean
/-- The Verlet step acts on the oscillator state as the matrix `V_h`. -/
theorem verletStep_eq_mulVec (w h : ℝ) (z : Fin 2 → ℝ) :
    verletStep w h z = verletMat w h *ᵥ z := by
  ext i
  fin_cases i <;>
    simp [verletStep, force, verletMat, Matrix.mulVec, dotProduct, Fin.sum_univ_two] <;> ring
```

A `theorem` has the same layout as a definition: the statement follows the colon, and the proof follows `:= by`. The symbol `*ᵥ` is the matrix–vector product. The statement is that for all real w, h and every state z, the Verlet step equals Vₕ z. By hand, insert the force into the three lines of the algorithm:

    p½ = p − (h w²/2) q
    q′ = q + h p − (h²w²/2) q = aₕ q + h p
    p′ = p½ − (h w²/2)(aₕ q + h p)
       = −(h w²/2)(1 + aₕ) q + (1 − h²w²/2) p
       = cₕ q + aₕ p

The last line uses 1 + aₕ = 2(1 − h²w²/4). In the proof, `ext i` reduces the vector equation to its component i, `fin_cases i` treats i = 0 and i = 1 in turn, `simp` unfolds the listed definitions, and `ring` confirms each remaining polynomial identity by expanding both sides. The connective `<;>` applies the next tactic to every goal left by the previous one.

```lean
/-- The momentum flip acts as the matrix `R`. -/
theorem flipMomentum_eq_mulVec (z : Fin 2 → ℝ) : flipMomentum z = flipMat *ᵥ z := by
  ext i
  fin_cases i <;> simp [flipMomentum, flipMat, Matrix.mulVec, dotProduct, Fin.sum_univ_two]
```

The flip equals multiplication by R, checked on the two components in the same way.

```lean
/-- The Verlet matrix has unit determinant. -/
theorem det_verletMat (w h : ℝ) : (verletMat w h).det = 1 := by
  rw [verletMat, Matrix.det_fin_two_of]
  ring
```

The step preserves phase-space area for every step size:

    det Vₕ = aₕ² − h cₕ
           = (1 − h²w² + h⁴w⁴/4) + (h²w² − h⁴w⁴/4) = 1

`rw` rewrites the goal with the given equations, here the definition and the 2×2 determinant formula, and `ring` does the cancellation.

## The defect of a flipped and repeated map

```lean
/-- For a phase-plane matrix `M` of unit determinant, `R M R M` differs from the identity by
the difference of the diagonal entries of `M` times `R M`. -/
theorem reversal_defect (M : Matrix (Fin 2) (Fin 2) ℝ) (hM : M.det = 1) :
    flipMat * M * flipMat * M = 1 + (M 0 0 - M 1 1) • (flipMat * M) := by
  obtain ⟨a, b, c, d, rfl⟩ : ∃ a b c d, M = !![a, b; c, d] :=
    ⟨_, _, _, _, Matrix.eta_fin_two M⟩
  rw [Matrix.det_fin_two_of] at hM
  ext i j
  -- off-diagonal entries agree identically, diagonal ones by `a d - b c = 1`
  fin_cases i <;> fin_cases j <;> simp [flipMat, Matrix.mul_apply, Fin.sum_univ_two] <;>
    first | ring1 | linear_combination hM
```

The argument `(hM : M.det = 1)` is a hypothesis with the name `hM`. Indices start at 0, so `M 0 0` and `M 1 1` are the diagonal entries M₀₀ and M₁₁. The `1` on the right is the identity matrix and `•` is multiplication by a scalar. For any real 2×2 matrix M of unit determinant,

    R M R M = 1 + (M₀₀ − M₁₁) R M

By hand, let M have rows (a, b) and (c, d) with ad − bc = 1. Then R M has rows (a, b) and (−c, −d), and the four entries of its square are

    (0,0):  a² − bc  = (ad − bc) + (a − d) a    = 1 + (a − d) a
    (0,1):  ab − bd  = (a − d) b
    (1,0):  −ca + dc = (a − d)(−c)
    (1,1):  d² − bc  = (ad − bc) + (a − d)(−d)  = 1 + (a − d)(−d)

which are the entries of 1 + (a − d) R M. This is the Cayley–Hamilton relation for R M, whose trace is a − d and whose determinant is −1. The proof names the entries with `obtain`, splits into four cases, and tries two closers on each: `ring1` settles the off-diagonal entries, and `linear_combination hM` settles the diagonal ones by checking that the two sides differ by (ad − bc) − 1.

```lean
/-- The diagonal entries of the two-step matrix `V_k V_h` differ by the asymmetry `δ`. -/
theorem twoStep_diag_sub (w h k : ℝ) :
    (verletMat w k * verletMat w h) 0 0 - (verletMat w k * verletMat w h) 1 1
      = asymmetry w h k := by
  simp [verletMat, asymmetry, Matrix.mul_apply, Fin.sum_univ_two]
  ring
```

The matrix of T is Vₖ Vₕ, the later step on the left. Its diagonal entries are

    (Vₖ Vₕ)₀₀ = aₖ aₕ + k cₕ
    (Vₖ Vₕ)₁₁ = cₖ h + aₖ aₕ

with aₖ and cₖ the same expressions in k. The products aₖ aₕ cancel in the difference:

    k cₕ − h cₖ = −h k w² (1 − h²w²/4) + h k w² (1 − k²w²/4)
                = h k w⁴ (h² − k²)/4 = δ

`simp` writes out the two entries and `ring` performs the subtraction.

```lean
/-- The round trip displaces a state by `δ` times the flipped state reached after the
first two steps. -/
theorem roundTrip_eq (w h k : ℝ) (z : Fin 2 → ℝ) :
    roundTrip w h k z = z + asymmetry w h k • flipMomentum (twoStep w h k z) := by
  have hdet : (verletMat w k * verletMat w h).det = 1 := by
    rw [Matrix.det_mul, det_verletMat, det_verletMat, one_mul]
  have key := reversal_defect _ hdet
  rw [twoStep_diag_sub] at key
  calc roundTrip w h k z
      = (flipMat * (verletMat w k * verletMat w h) * flipMat
          * (verletMat w k * verletMat w h)) *ᵥ z := by
        simp only [roundTrip, twoStep, flipMomentum_eq_mulVec, verletStep_eq_mulVec,
          Matrix.mulVec_mulVec, Matrix.mul_assoc]
    _ = z + asymmetry w h k • flipMomentum (twoStep w h k z) := by
        rw [key, Matrix.add_mulVec, Matrix.one_mulVec, Matrix.smul_mulVec]
        simp only [twoStep, flipMomentum_eq_mulVec, verletStep_eq_mulVec,
          Matrix.mulVec_mulVec]
```

For all real w, h, k and every z,

    R T R T z = z + δ · R T z

The determinant of a product is the product of determinants, so det(Vₖ Vₕ) = 1, recorded as `hdet`. The general identity applied to M = Vₖ Vₕ is `key`, in which the diagonal difference is then replaced by δ. The `calc` block is a chain of equalities as one would write it by hand: the round trip is (R M R M) z, this equals (1 + δ R M) z, and distributing over z gives z + δ R M z, which is translated back into the maps `flipMomentum` and `twoStep`.

As an illustration take w = 1, h = 1, k = 2, so that δ = −3/2. The matrix V₂ V₁ has rows (−2, 0) and (3/4, −1/2). From z = (1, 0) one finds R T z = (−2, −3/4), and the round trip ends at (4, 9/8), which is (1, 0) − (3/2)(−2, −3/4). These steps are chosen for easy numbers and are far larger than one would use, since kw = 2 is the stability limit of velocity Verlet. With w = 1, h = 0.1 and k = 0.2 the same formula gives δ = −0.00015.

## Which states return

```lean
/-- A state returns after the round trip exactly when the asymmetry vanishes or the state
is the origin of the phase plane. -/
theorem roundTrip_fixed_iff (w h k : ℝ) (z : Fin 2 → ℝ) :
    roundTrip w h k z = z ↔ asymmetry w h k = 0 ∨ z = 0 := by
  have hmat : flipMomentum (twoStep w h k z)
      = (flipMat * (verletMat w k * verletMat w h)) *ᵥ z := by
    simp only [twoStep, flipMomentum_eq_mulVec, verletStep_eq_mulVec, Matrix.mulVec_mulVec]
  -- `R V_k V_h` has determinant `-1`, so it annihilates only the origin
  have hdet : (flipMat * (verletMat w k * verletMat w h)).det ≠ 0 := by
    rw [Matrix.det_mul, Matrix.det_mul, det_verletMat, det_verletMat, flipMat,
      Matrix.det_fin_two_of]
    norm_num
  rw [roundTrip_eq, add_eq_left, smul_eq_zero, hmat]
  refine or_congr Iff.rfl ⟨fun h0 => Matrix.eq_zero_of_mulVec_eq_zero hdet h0, fun h0 => ?_⟩
  rw [h0, Matrix.mulVec_zero]
```

The arrow `↔` is "if and only if" and `∨` is "or". A given state returns exactly when δ = 0 or z = (0, 0). By hand, the displacement δ · R T z vanishes only if δ = 0 or R T z = 0. Since

    det(R Vₖ Vₕ) = (−1)(1)(1) = −1 ≠ 0

the equation R T z = 0 forces z = 0, and z = 0 clearly satisfies it. In the `rw` line before the end, `add_eq_left` turns "z plus displacement equals z" into "displacement is zero", and `smul_eq_zero` splits a vanishing scalar multiple into its two alternatives. The lemma `Matrix.eq_zero_of_mulVec_eq_zero` supplies the step from nonzero determinant to trivial kernel.

```lean
/-- For arbitrary real `w`, `h`, `k` the round trip returns every state exactly when the
frequency or a step size is zero, or `h = k`, or `h = -k`. -/
theorem roundTrip_id_iff_signed (w h k : ℝ) :
    (∀ z, roundTrip w h k z = z) ↔ w = 0 ∨ h = 0 ∨ k = 0 ∨ h = k ∨ h = -k := by
  have hfac : asymmetry w h k = w ^ 4 * (h * (k * ((h - k) * (h + k)))) / 4 := by
    unfold asymmetry
    ring
  have hzero : asymmetry w h k = 0 ↔ w = 0 ∨ h = 0 ∨ k = 0 ∨ h = k ∨ h = -k := by
    rw [hfac]
    simp [sub_eq_zero, add_eq_zero_iff_eq_neg]
  rw [← hzero]
  constructor
  · intro hall
    -- test on the state `(1, 0)`
    rcases (roundTrip_fixed_iff w h k ![1, 0]).1 (hall _) with h0 | h0
    · exact h0
    · have := congrFun h0 0
      simp at this
  · intro h0 z
    exact (roundTrip_fixed_iff w h k z).2 (Or.inl h0)
```

The symbol `∀ z` reads "for every state z". With no sign conditions, all states return exactly when w = 0, h = 0, k = 0, h = k or h = −k. The factorisation `hfac`,

    δ = w⁴ · h · k · (h − k)(h + k) / 4

shows that these are the zeros of δ, which is `hzero`. It remains to see that all states return exactly when δ = 0. `constructor` splits the equivalence into its two directions. If all states return then (1, 0) does, and since its component 0 is 1 it is not the origin, so δ = 0. Conversely δ = 0 makes every state return by the previous theorem. The case k = 0 contains the reversibility of the single step, R Vₕ R Vₕ = 1, because a step of size zero changes nothing.

```lean
/-- For positive frequency and step sizes, a given nonzero state returns after the round
trip exactly when `h = k`. -/
theorem roundTrip_state_iff {w h k : ℝ} (hw : 0 < w) (hh : 0 < h) (hk : 0 < k)
    {z : Fin 2 → ℝ} (hz : z ≠ 0) : roundTrip w h k z = z ↔ h = k := by
  rw [roundTrip_fixed_iff]
  constructor
  · rintro (h0 | h0)
    · have hpos : h * k * w ^ 4 * (h + k) ≠ 0 := by positivity
      have hprod : h * k * w ^ 4 * (h + k) * (h - k) = 0 := by
        unfold asymmetry at h0
        linear_combination 4 * h0
      exact sub_eq_zero.1 ((mul_eq_zero.1 hprod).resolve_left hpos)
    · exact absurd h0 hz
  · rintro rfl
    left
    unfold asymmetry
    ring
```

Curly braces mark arguments that Lean infers from the hypotheses. They are still universally quantified. The hypotheses `hw`, `hh`, `hk` say that the frequency is that of a true restoring force and that both steps go forward in time, and `hz` says that the oscillator is not at rest at equilibrium. Under them the single state z returns exactly when h = k. If it returns, then δ = 0 because z ≠ 0, and

    4δ = [h k w⁴ (h + k)] · (h − k) = 0

The bracket is a product of positive numbers, which `positivity` verifies, so h − k = 0. For the converse, `rintro rfl` identifies h and k, and `ring` evaluates δ to zero.

```lean
/-- For positive frequency and step sizes, the round trip returns every initial state
exactly when `h = k`. -/
theorem roundTrip_id_iff {w h k : ℝ} (hw : 0 < w) (hh : 0 < h) (hk : 0 < k) :
    (∀ z, roundTrip w h k z = z) ↔ h = k := by
  rw [roundTrip_id_iff_signed]
  constructor
  · rintro (h0 | h0 | h0 | h0 | h0) <;> linarith
  · intro h0
    exact Or.inr (Or.inr (Or.inr (Or.inl h0)))

end

end VerletUnequalSteps
```

This is the statement given at the top. After rewriting with the signed version, five cases remain in the forward direction. The cases w = 0, h = 0 and k = 0 contradict positivity, h = −k contradicts h + k > 0, and h = k is the conclusion. `linarith`, which decides such linear relations, closes all five. The backward direction selects the fourth of the five alternatives.

```lean
#print axioms VerletUnequalSteps.roundTrip_state_iff
#print axioms VerletUnequalSteps.roundTrip_id_iff
```

```
'VerletUnequalSteps.roundTrip_state_iff' depends on axioms: [propext, Classical.choice, Quot.sound]
'VerletUnequalSteps.roundTrip_id_iff' depends on axioms: [propext, Classical.choice, Quot.sound]
```

## One degree of freedom, linear force, two steps

The theorems concern one unit-mass particle on a line, a linear force, exactly two prescribed step sizes and exact arithmetic. Anharmonic forces, constraints, longer sequences and step sizes that depend on the state are not treated. No stability bound on hw or kw is assumed, so the equivalence also holds for steps too large to be of use. The order of the second pass matters: with k before h the round trip would be R Vₕ Vₖ R Vₖ Vₕ, in which the inner block Vₖ R Vₖ equals R (because R Vₖ R Vₖ = 1 and R R = 1), leaving R Vₕ R Vₕ = 1 for any h and k, an observation that no theorem in the file states.

## Positivity and the nonzero state

Without k > 0 the equivalence with h = k fails. For w = 1, h = 1, k = −1, the matrix V₁ has rows (1/2, 1) and (−3/4, 1/2), the matrix V₋₁ has rows (1/2, −1) and (3/4, 1/2), and their product is the identity. The second step undoes the first, the round trip is R R = 1, and every state returns although h ≠ k. Without w > 0, take w = 0, h = 1, k = 2: the particle drifts from q to q + 3p, the flip sends it back, and again every state returns. Without z ≠ 0 in the single-state theorem, the origin returns for every h and k.

## Algorithm first or matrix first

The statement might have been posed for matrices alone, by taking `verletMat` as the definition of the step and asking when R Vₖ Vₕ R Vₖ Vₕ is the identity matrix. The condition h = k would be the same and the translations between maps and matrices would disappear. The claim that Vₕ is velocity Verlet would then rest on the reader's inspection of four matrix entries. In the form used here the final theorems mention only `roundTrip`, which is built from the half kick, drift and half kick, and the matrix enters through the proved equation `verletStep_eq_mulVec`.
